# The charge structure factor of finitely many point charges has derivative i k·D along the ray t k at t = 0, where D is their dipole moment

For finitely many point charges q_j at positions r_j in a periodic cell, the structure factor is S(k) = ∑ q_j exp(i k·r_j) and the dipole moment is D = ∑ q_j r_j. The lemma says that, for any real vector k, the function t ↦ S(t k) of a real variable has derivative i k·D at t = 0. The charges need not sum to zero, k need not be a reciprocal-lattice vector, and the cell's volume and splitting parameter play no part. The attempt differentiates each exponential by the chain rule, adds the results, and identifies the sum with i k·D.

The first attempt, which Lean rejects:

```lean
import Mathlib

open Filter Topology Matrix

namespace StructureFactorHasDerivAt

noncomputable section

/-- Point charges in a periodic cell of positive volume, with a positive Ewald splitting
parameter (an inverse length). -/
structure Cell (ι : Type*) where
  charge : ι → ℝ
  position : ι → Fin 3 → ℝ
  volume : ℝ
  splitting : ℝ
  volume_pos : 0 < volume
  splitting_pos : 0 < splitting

variable {ι : Type*} [Fintype ι]

/-- The dipole moment of the cell, the sum of charge times position. -/
def Cell.dipole (C : Cell ι) : Fin 3 → ℝ := ∑ j, C.charge j • C.position j

/-- The charge structure factor, the sum of `q exp(i k·r)` over the charges. -/
def Cell.structureFactor (C : Cell ι) (k : Fin 3 → ℝ) : ℂ :=
  ∑ j, (C.charge j : ℂ) * Complex.exp (Complex.I * ((k ⬝ᵥ C.position j : ℝ) : ℂ))

/-- Along the ray `t k`, the structure factor has derivative `i k·D` at `t = 0`. -/
theorem structureFactor_hasDerivAt (C : Cell ι) (k : Fin 3 → ℝ) :
    HasDerivAt (fun t : ℝ => C.structureFactor (t • k))
      (Complex.I * ((k ⬝ᵥ C.dipole : ℝ) : ℂ)) 0 := by
  have hdip : k ⬝ᵥ C.dipole = ∑ j, C.charge j * (k ⬝ᵥ C.position j) := by
    simp only [Cell.dipole, dotProduct, Finset.sum_apply, Pi.smul_apply, smul_eq_mul,
      Finset.mul_sum]
    rw [Finset.sum_comm]
    exact Finset.sum_congr rfl fun _ _ => Finset.sum_congr rfl fun _ _ => by ring
  have term : ∀ j, HasDerivAt (fun t : ℝ => (C.charge j : ℂ) *
      Complex.exp (Complex.I * (((t • k) ⬝ᵥ C.position j : ℝ) : ℂ)))
      ((C.charge j : ℂ) * (Complex.I * ((k ⬝ᵥ C.position j : ℝ) : ℂ))) 0 := by
    intro j
    have h1 : HasDerivAt (fun t : ℝ => Complex.I * (((t • k) ⬝ᵥ C.position j : ℝ) : ℂ))
        (Complex.I * ((k ⬝ᵥ C.position j : ℝ) : ℂ)) 0 := by
      have h := ((hasDerivAt_id (0 : ℝ)).mul_const
        (k ⬝ᵥ C.position j)).ofReal_comp.const_mul Complex.I
      simpa [smul_dotProduct] using h
    convert h1.cexp.const_mul (C.charge j : ℂ) using 1
    simp
  refine (HasDerivAt.fun_sum (u := Finset.univ) fun j _ => term j).congr_deriv ?_
  rw [hdip, Complex.ofReal_sum, Finset.mul_sum]
  refine Finset.sum_congr rfl fun j _ => ?_
  rw [Complex.ofReal_mul]
  ring

end

end StructureFactorHasDerivAt
```

Compiling this gives:

```
Main.lean:47:4: error: `simp` made no progress
```

Diagnosis. The one error is at the `simp` after `convert ... using 1`: it found nothing to rewrite in the goal before it. That goal cannot have been the expected equation between the two derivative values. That equation contains the exponential at t = 0, with `0 • k` inside, which `simp` can simplify by default. So `convert`, which matches the two `HasDerivAt` statements argument by argument, must have left some other goal first. The message does not print it, so its exact form is unknown.

The repair replaces `convert` with `HasDerivAt.congr_deriv`, which keeps the function and the point and asks only that the two derivative values be equal. The `simp only` call then proves this: `0 • k` becomes zero, so do the dot product and the exponent, the exponential becomes 1, and the factor 1 drops out. Listing these lemmas is mere tidying, since they are all ones `simp` uses by default; the cure is the change to `congr_deriv`.

As a diff, the version that Lean accepts:

```diff
@@ -44,6 +44,7 @@
         (k ⬝ᵥ C.position j)).ofReal_comp.const_mul Complex.I
       simpa [smul_dotProduct] using h
-    convert h1.cexp.const_mul (C.charge j : ℂ) using 1
-    simp
+    refine (h1.cexp.const_mul (C.charge j : ℂ)).congr_deriv ?_
+    simp only [zero_smul, zero_dotProduct, Complex.ofReal_zero, mul_zero, Complex.exp_zero,
+      one_mul]
   refine (HasDerivAt.fun_sum (u := Finset.univ) fun j _ => term j).congr_deriv ?_
   rw [hdip, Complex.ofReal_sum, Finset.mul_sum]
```
